# A gauge transformation from the nearest-neighbour zigzag ribbon to a real dimerized chain, and the edge-state window at infinite width

The zigzag ribbon is represented here in two ways. For its spectrum it is a finite Hermitian matrix with $n$ sites across the width. For its edge state it is taken to the limit of infinite width, a half-line of sites $0,1,2,\dots$, because on an infinite lattice "bound to the edge" has a sharp meaning: the squared amplitudes have a finite sum. Both forms use the same non-interacting nearest-neighbour model, with one orbital per site and zero on-site energy.

## Equal spectra and a window in momentum

Let $t$ be the real hopping and $k$ the dimensionless Bloch momentum along the ribbon. Two zigzag bonds join site 0 to site 1, one of them reaching into the neighbouring cell, so their sum is $t(1+e^{ik})$. The next hopping is $t$, and the two values alternate across the ribbon. Define

$$\rho(k)=|2\cos(k/2)|.$$

The ribbon matrix has the same characteristic polynomial as the real chain with alternating hoppings $t\rho(k)$ and $t$. For $0\le k\le 2\pi$,

$$\rho(k)<1\iff \frac{2\pi}{3}<k<\frac{4\pi}{3}.$$

If $t\ne0$, this is also exactly the window in which the half-line has a nonzero, square-summable state of zero energy. In this tight-binding model, these states, one at each $k$ in the window, form the flat edge band of zigzag graphene.

## Band calculations with a real tridiagonal solver

A band-structure code relies on the identity when, at each $k$, it passes the real off-diagonals $t\rho,t,t\rho,\dots$ to a symmetric tridiagonal eigensolver instead of diagonalizing a complex matrix. The energies can be used directly. If $v$ is a real eigenvector, the corresponding ribbon eigenvector has components $\psi_j=s_jv_j$, with the site phases $s_j$ derived below.

Take $n=4$ and $k=\pi/2$. Then $1+e^{ik}=\sqrt2\,e^{i\pi/4}$, the real off-diagonals are $\sqrt2\,t,\ t,\ \sqrt2\,t$, and the energies are $\pm t$ and $\pm2t$. The site phases are $1,\ e^{-i\pi/4},\ e^{-i\pi/4},\ -i$. At a single $k$ they cancel from matrix elements of site-diagonal operators, such as the position across the ribbon. They must be kept for operators that connect sites with different phases, such as the current along the ribbon in the original basis.

## From the bond phase to the edge state

**Removing the phases.** Factoring out the mean phase gives

$$1+e^{ik}=e^{ik/2}\left(e^{-ik/2}+e^{ik/2}\right)=2\cos(k/2)\,e^{ik/2}.$$

Let $p=e^{ik/2}$ if $\cos(k/2)\ge0$ and $p=-e^{ik/2}$ otherwise. Then $|p|=1$ and $t(1+e^{ik})=t\rho p$.

Let $H$ be the ribbon matrix, and let $U$ be the diagonal matrix with entries $s_j=\bar p^{\lfloor (j+1)/2\rfloor}$. The entry of $U^\dagger HU$ between sites $j$ and $j+1$ is $\bar s_jH_{j,j+1}s_{j+1}$. On the two kinds of bond this gives

$$p^m(t\rho p)\bar p^{m+1}=t\rho\quad(j=2m),\qquad p^{m+1}\,t\,\bar p^{m+1}=t\quad(j=2m+1).$$

The entries below the diagonal follow by conjugation. Since $U$ is unitary,

$$\det(\lambda-U^\dagger HU)=\det\left(U^\dagger(\lambda-H)U\right)=\det(\lambda-H).$$

The same accumulation of phases works for any Hermitian tridiagonal matrix, with $h_j$ the entry in row $j$ and column $j+1$. Set $u_0=1$ and $u_{j+1}=u_j\bar h_j/|h_j|$, or $u_{j+1}=u_j$ where $h_j=0$. Conjugation by the diagonal matrix of the $u_j$ replaces each $h_j$ by $|h_j|$ and leaves the diagonal unchanged.

**Finding the window.** The condition $\rho<1$ means $-1/2<\cos(k/2)<1/2$. Since $k/2$ lies in $[0,\pi]$, where the cosine strictly decreases, this is equivalent to $\pi/3<k/2<2\pi/3$.

**Solving at zero energy.** Let the half-line have alternating hoppings $a$ and $b\ne0$, starting with $a$. Its zero-energy equations are

$$a\psi_1=0,\qquad \bar a\psi_{2m}+b\psi_{2m+2}=0,\qquad \bar b\psi_{2m+1}+a\psi_{2m+3}=0.$$

Suppose $|a|\ge|b|$. Then $a\ne0$, so $\psi_1=0$, and the third equation makes all the remaining odd amplitudes vanish, one after another. The second gives $|\psi_{2m+2}|=(|a|/|b|)|\psi_{2m}|\ge|\psi_{2m}|$. A non-decreasing sequence whose squares have a finite sum is zero, so there is no bound state.

Suppose instead that $|a|<|b|$. Set $r=-\bar a/b$, $\psi_{2m}=r^m$ and $\psi_{2m+1}=0$. All three equations hold, and the squared norm is $1/(1-|r|^2)$. After normalization, the probability on site $2m$ is $(1-|r|^2)|r|^{2m}$.

For the ribbon, $|a|=|t|\rho$ and $|b|=|t|$, so $|r|=\rho$ and the condition $|a|<|b|$ becomes $\rho<1$. At $k=\pi$ the state sits entirely on site 0.

## The gauge, the spectrum and the edge state in Lean

```lean
import Mathlib

open Matrix

namespace ZigzagRibbon

noncomputable section

/-- Alternating hoppings: `a` on the bonds leaving even sites, `b` on those leaving odd sites. -/
def bond (a b : ℂ) (j : ℕ) : ℂ := if Even j then a else b

/-- The Hermitian matrix of an open chain of `n` sites with alternating hoppings `a` and `b`
and zero on-site energies. -/
def chain (n : ℕ) (a b : ℂ) : Matrix (Fin n) (Fin n) ℂ :=
  Matrix.of fun i j =>
    if (i : ℕ) + 1 = (j : ℕ) then bond a b i
    else if (j : ℕ) + 1 = (i : ℕ) then star (bond a b j) else 0

/-- The hopping `t (1 + exp(ik))` produced by the two zigzag bonds at Bloch momentum `k`. -/
def zigzagHop (t k : ℝ) : ℂ := t * (1 + Complex.exp (k * Complex.I))

/-- The Bloch matrix of a ribbon with `n` sites across its width, numbered from a zigzag edge. For
positive even `n` the opposite edge is zigzag too. -/
def ribbon (n : ℕ) (t k : ℝ) : Matrix (Fin n) (Fin n) ℂ := chain n (zigzagHop t k) t

/-- The dimerization ratio `|2 cos(k/2)|`. -/
def ratio (k : ℝ) : ℝ := |2 * Real.cos (k / 2)|

/-- The phase `exp(ik/2)`, with its sign reversed where `cos(k/2)` is negative. -/
def phase (k : ℝ) : ℂ :=
  if 0 ≤ Real.cos (k / 2) then Complex.exp ((k / 2 : ℝ) * Complex.I)
  else -Complex.exp ((k / 2 : ℝ) * Complex.I)

/-- The gauge phase of site `j`, which advances once per dimer. -/
def sitePhase (k : ℝ) (j : ℕ) : ℂ := star (phase k) ^ ((j + 1) / 2)

/-- The diagonal matrix of the gauge phases. -/
def gauge (n : ℕ) (k : ℝ) : Matrix (Fin n) (Fin n) ℂ :=
  Matrix.diagonal fun j => sitePhase k j

/-- The Hamiltonian of the semi-infinite chain with alternating hoppings `a` and `b`,
acting on the amplitudes `ψ`. -/
def halfLine (a b : ℂ) (ψ : ℕ → ℂ) : ℕ → ℂ
  | 0 => bond a b 0 * ψ 1
  | j + 1 => star (bond a b j) * ψ j + bond a b (j + 1) * ψ (j + 2)

/-- A bond leaving an even site carries the hopping `a`. -/
lemma bond_even (a b : ℂ) (m : ℕ) : bond a b (2 * m) = a := if_pos (even_two_mul m)

/-- A bond leaving an odd site carries the hopping `b`. -/
lemma bond_odd (a b : ℂ) (m : ℕ) : bond a b (2 * m + 1) = b :=
  if_neg (by rw [Nat.even_iff]; omega)

/-- The phase has modulus one. -/
lemma norm_phase (k : ℝ) : ‖phase k‖ = 1 := by
  unfold phase
  split_ifs
  · exact Complex.norm_exp_ofReal_mul_I _
  · rw [norm_neg]
    exact Complex.norm_exp_ofReal_mul_I _

/-- The phase times its conjugate is one. -/
lemma phase_mul_star (k : ℝ) : phase k * star (phase k) = 1 := by
  rw [Complex.star_def, Complex.mul_conj, Complex.normSq_eq_norm_sq, norm_phase]
  simp

/-- The zigzag hopping is `t |2 cos(k/2)|` times a pure phase. -/
theorem zigzagHop_eq (t k : ℝ) : zigzagHop t k = t * ratio k * phase k := by
  -- factor out the mean phase of the two interfering bonds
  have half : 1 + Complex.exp (k * Complex.I)
      = 2 * (Real.cos (k / 2) : ℂ) * Complex.exp ((k / 2 : ℝ) * Complex.I) := by
    have h1 : Complex.exp (k * Complex.I) = Complex.exp ((k / 2 : ℝ) * Complex.I)
        * Complex.exp ((k / 2 : ℝ) * Complex.I) := by
      rw [← Complex.exp_add]
      congr 1
      push_cast
      ring
    have h2 : Complex.exp (-((k / 2 : ℝ) : ℂ) * Complex.I)
        * Complex.exp ((k / 2 : ℝ) * Complex.I) = 1 := by
      rw [← Complex.exp_add, neg_mul, neg_add_cancel, Complex.exp_zero]
    rw [Complex.ofReal_cos, Complex.cos, h1]
    linear_combination -h2
  rw [zigzagHop, half]
  unfold phase
  split_ifs with h
  · have hr : (ratio k : ℂ) = 2 * (Real.cos (k / 2) : ℂ) := by
      rw [ratio, abs_of_nonneg (by linarith), Complex.ofReal_mul, Complex.ofReal_ofNat]
    rw [hr]
    ring
  · have hr : (ratio k : ℂ) = -(2 * (Real.cos (k / 2) : ℂ)) := by
      rw [ratio, abs_of_neg (by linarith), Complex.ofReal_neg, Complex.ofReal_mul,
        Complex.ofReal_ofNat]
    rw [hr]
    ring

/-- The gauge phases at the two ends of each bond remove the phase of its hopping. -/
lemma bond_gauge (t k : ℝ) (j : ℕ) :
    star (sitePhase k j) * bond (zigzagHop t k) t j * sitePhase k (j + 1)
      = bond (t * ratio k) t j := by
  have hp (m : ℕ) : phase k ^ (m + 1) * star (phase k) ^ (m + 1) = 1 := by
    rw [← mul_pow, phase_mul_star, one_pow]
  obtain ⟨m, rfl | rfl⟩ := Nat.even_or_odd' j
  · have e1 : (2 * m + 1) / 2 = m := by omega
    have e2 : (2 * m + 1 + 1) / 2 = m + 1 := by omega
    simp only [sitePhase, e1, e2, bond_even, zigzagHop_eq, star_pow, star_star]
    linear_combination (t * ratio k : ℂ) * hp m
  · have e1 : (2 * m + 1 + 1) / 2 = m + 1 := by omega
    have e2 : (2 * m + 1 + 1 + 1) / 2 = m + 1 := by omega
    simp only [sitePhase, e1, e2, bond_odd, star_pow, star_star]
    linear_combination (t : ℂ) * hp m

/-- The gauge matrix is unitary. -/
theorem gauge_unitary (n : ℕ) (k : ℝ) : gauge n k ∈ Matrix.unitaryGroup (Fin n) ℂ := by
  rw [Matrix.mem_unitaryGroup_iff, Matrix.star_eq_conjTranspose, gauge,
    Matrix.diagonal_conjTranspose, Matrix.diagonal_mul_diagonal, ← Matrix.diagonal_one]
  congr 1
  funext j
  show sitePhase k j * star (sitePhase k j) = 1
  rw [sitePhase, star_pow, star_star, ← mul_pow, mul_comm, phase_mul_star, one_pow]

/-- The gauge matrix carries the zigzag ribbon to the real dimerized chain with hoppings
`t |2 cos(k/2)|` and `t`. -/
theorem ribbon_gauge (n : ℕ) (t k : ℝ) :
    (gauge n k)ᴴ * ribbon n t k * gauge n k = chain n (t * ratio k) t := by
  ext i j
  rw [gauge, Matrix.diagonal_conjTranspose, Matrix.mul_diagonal, Matrix.diagonal_mul]
  simp only [ribbon, chain, Matrix.of_apply, Pi.star_apply]
  split_ifs with h1 h2
  · rw [← h1]
    exact bond_gauge t k i
  · rw [← h2]
    have h := congrArg star (bond_gauge t k j)
    simp only [star_mul, star_star] at h
    linear_combination h
  · simp

/-- The zigzag ribbon and the dimerized chain of ratio `|2 cos(k/2)|` have the same
characteristic polynomial. -/
theorem ribbon_isospectral (n : ℕ) (t k : ℝ) :
    (ribbon n t k).charpoly = (chain n (t * ratio k) t).charpoly := by
  have hu : gauge n k * (gauge n k)ᴴ = 1 :=
    Matrix.mem_unitaryGroup_iff.mp (gauge_unitary n k)
  rw [← ribbon_gauge, Matrix.mul_assoc, Matrix.charpoly_mul_comm, Matrix.mul_assoc, hu,
    Matrix.mul_one]

/-- For `k` in `[0, 2π]` the dimerization ratio is below one exactly when
`2π/3 < k < 4π/3`. -/
theorem ratio_lt_one_iff {k : ℝ} (h0 : 0 ≤ k) (h1 : k ≤ 2 * Real.pi) :
    ratio k < 1 ↔ 2 * Real.pi / 3 < k ∧ k < 4 * Real.pi / 3 := by
  have hpi := Real.pi_pos
  have c1 := Real.cos_pi_div_three
  have c2 : Real.cos (Real.pi - Real.pi / 3) = -(1 / 2) := by rw [Real.cos_pi_sub, c1]
  rw [ratio, abs_lt]
  constructor
  · rintro ⟨ha, hb⟩
    constructor
    · by_contra! h
      have := Real.cos_le_cos_of_nonneg_of_le_pi (x := k / 2) (y := Real.pi / 3)
        (by linarith) (by linarith) (by linarith)
      linarith
    · by_contra! h
      have := Real.cos_le_cos_of_nonneg_of_le_pi (x := Real.pi - Real.pi / 3) (y := k / 2)
        (by linarith) (by linarith) (by linarith)
      linarith
  · rintro ⟨ha, hb⟩
    have l1 := Real.cos_lt_cos_of_nonneg_of_le_pi (x := Real.pi / 3) (y := k / 2)
      (by linarith) (by linarith) (by linarith)
    have l2 := Real.cos_lt_cos_of_nonneg_of_le_pi (x := k / 2) (y := Real.pi - Real.pi / 3)
      (by linarith) (by linarith) (by linarith)
    constructor <;> linarith

/-- A semi-infinite chain with first hopping `a` and second hopping `b ≠ 0` has a nonzero
square-summable state of zero energy exactly when `|a| < |b|`. -/
theorem edge_state_iff {a b : ℂ} (hb : b ≠ 0) :
    (∃ ψ : ℕ → ℂ, ψ ≠ 0 ∧ Summable (fun j => ‖ψ j‖ ^ 2) ∧ ∀ j, halfLine a b ψ j = 0)
      ↔ ‖a‖ < ‖b‖ := by
  constructor
  · rintro ⟨ψ, hne, hs, hz⟩
    by_contra! h
    have hpos : 0 < ‖a‖ := lt_of_lt_of_le (norm_pos_iff.mpr hb) h
    have ha : a ≠ 0 := norm_pos_iff.mp hpos
    -- the boundary condition removes the odd sublattice
    have odd (m : ℕ) : ψ (2 * m + 1) = 0 := by
      induction m with
      | zero => simpa [halfLine, bond, ha] using hz 0
      | succ m ih =>
        have e : star (bond a b (2 * m + 1)) * ψ (2 * m + 1)
            + bond a b (2 * (m + 1)) * ψ (2 * (m + 1) + 1) = 0 := hz (2 * m + 2)
        rw [ih, mul_zero, zero_add, bond_even] at e
        exact (mul_eq_zero.mp e).resolve_left ha
    -- on the even sublattice the amplitudes cannot decrease
    have mono : Monotone fun m : ℕ => ‖ψ (2 * m)‖ ^ 2 := by
      refine monotone_nat_of_le_succ fun m => ?_
      have e : star (bond a b (2 * m)) * ψ (2 * m)
          + bond a b (2 * m + 1) * ψ (2 * (m + 1)) = 0 := hz (2 * m + 1)
      rw [bond_even, bond_odd] at e
      have e' := congrArg norm (eq_neg_of_add_eq_zero_left e)
      rw [norm_neg, norm_mul, norm_mul, norm_star] at e'
      have hle : ‖ψ (2 * m)‖ ≤ ‖ψ (2 * (m + 1))‖ := by
        refine le_of_mul_le_mul_left ?_ hpos
        rw [e']
        exact mul_le_mul_of_nonneg_right h (norm_nonneg _)
      exact pow_le_pow_left₀ (norm_nonneg _) hle 2
    have hs2 : Summable fun m : ℕ => ‖ψ (2 * m)‖ ^ 2 :=
      hs.comp_injective (i := fun m : ℕ => 2 * m) (fun x y hxy => by
        have h' : 2 * x = 2 * y := hxy
        omega)
    apply hne
    funext j
    obtain ⟨m, rfl | rfl⟩ := Nat.even_or_odd' j
    · have hm : ‖ψ (2 * m)‖ ^ 2 ≤ 0 := mono.ge_of_tendsto hs2.tendsto_atTop_zero m
      have h0 : ‖ψ (2 * m)‖ = 0 := by nlinarith [norm_nonneg (ψ (2 * m))]
      exact norm_eq_zero.mp h0
    · exact odd m
  · intro h
    -- a geometric state on the even sublattice
    obtain ⟨r, hr⟩ : ∃ r : ℂ, r = -star a / b := ⟨_, rfl⟩
    have hbr : b * r = -star a := by rw [hr]; field_simp
    have hr1 : ‖r‖ < 1 := by
      rw [hr, norm_div, norm_neg, norm_star, div_lt_one (norm_pos_iff.mpr hb)]
      exact h
    obtain ⟨ψ, he, ho⟩ : ∃ ψ : ℕ → ℂ, (∀ m, ψ (2 * m) = r ^ m) ∧ ∀ m, ψ (2 * m + 1) = 0 :=
      ⟨fun j => bond (r ^ (j / 2)) 0 j, fun m => by simp [bond_even],
        fun m => bond_odd _ _ m⟩
    refine ⟨ψ, fun h0 => ?_, ?_, fun j => ?_⟩
    · have h1 := he 0
      rw [h0] at h1
      simp at h1
    · have e1 : (fun m : ℕ => ‖ψ (2 * m)‖ ^ 2) = fun m => (‖r‖ ^ 2) ^ m := by
        funext m
        rw [he, norm_pow, ← pow_mul, ← pow_mul, mul_comm]
      have e2 : (fun m : ℕ => ‖ψ (2 * m + 1)‖ ^ 2) = fun _ => (0 : ℝ) := by
        funext m
        simp [ho]
      have s1 : Summable fun m : ℕ => ‖ψ (2 * m)‖ ^ 2 := by
        rw [e1]
        exact summable_geometric_of_lt_one (by positivity) (by nlinarith [norm_nonneg r])
      have s2 : HasSum (fun m : ℕ => ‖ψ (2 * m + 1)‖ ^ 2) 0 := by
        rw [e2]
        exact hasSum_zero
      exact (HasSum.even_add_odd (f := fun j => ‖ψ j‖ ^ 2) s1.hasSum s2).summable
    · rcases j with _ | j
      · show bond a b 0 * ψ 1 = 0
        rw [show ψ 1 = 0 from ho 0, mul_zero]
      · obtain ⟨m, rfl | rfl⟩ := Nat.even_or_odd' j
        · show star (bond a b (2 * m)) * ψ (2 * m)
            + bond a b (2 * m + 1) * ψ (2 * (m + 1)) = 0
          rw [bond_even, bond_odd, he, he, pow_succ]
          linear_combination r ^ m * hbr
        · show star (bond a b (2 * m + 1)) * ψ (2 * m + 1)
            + bond a b (2 * (m + 1)) * ψ (2 * (m + 1) + 1) = 0
          rw [ho, ho, mul_zero, mul_zero, add_zero]

/-- For `t ≠ 0` and `k` in `[0, 2π]`, the semi-infinite zigzag ribbon has a nonzero
square-summable state of zero energy exactly when `2π/3 < k < 4π/3`. -/
theorem zigzag_edge_state_iff {t k : ℝ} (ht : t ≠ 0) (h0 : 0 ≤ k) (h1 : k ≤ 2 * Real.pi) :
    (∃ ψ : ℕ → ℂ, ψ ≠ 0 ∧ Summable (fun j => ‖ψ j‖ ^ 2) ∧
        ∀ j, halfLine (zigzagHop t k) t ψ j = 0)
      ↔ 2 * Real.pi / 3 < k ∧ k < 4 * Real.pi / 3 := by
  have hn : ‖zigzagHop t k‖ = |t| * ratio k := by
    rw [zigzagHop_eq, norm_mul, norm_mul, norm_phase, mul_one, Complex.norm_real,
      Complex.norm_real, Real.norm_eq_abs, Real.norm_eq_abs, ratio, abs_abs]
  have hpos : 0 < |t| := abs_pos.mpr ht
  rw [edge_state_iff (Complex.ofReal_ne_zero.mpr ht), ← ratio_lt_one_iff h0 h1, hn,
    Complex.norm_real, Real.norm_eq_abs]
  constructor
  · intro h
    by_contra! h'
    nlinarith
  · intro h
    nlinarith

end

end ZigzagRibbon
```

```lean
#print axioms ZigzagRibbon.ribbon_isospectral
#print axioms ZigzagRibbon.zigzag_edge_state_iff
```

```
'ZigzagRibbon.ribbon_isospectral' depends on axioms: [propext, Classical.choice, Quot.sound]
'ZigzagRibbon.zigzag_edge_state_iff' depends on axioms: [propext, Classical.choice, Quot.sound]
```

## What is established for finite ribbons and for the half-line

**The statements.** `chain n a b` is the open-chain matrix, with sites numbered from 0 and `bond a b j` as the entry from row $j$ to column $j+1$. `ribbon n t k` inserts the zigzag hopping, `ratio k` is $\rho(k)$, `phase k` is $p$, and `gauge n k` is $U$.

`ribbon_gauge` states the matrix identity $U^\dagger HU=H_{\rm real}$, where $H_{\rm real}$ is the real dimerized chain. `ribbon_isospectral` states equality of characteristic polynomials, hence of eigenvalues with multiplicity. Both hold for every $n$ and all real $t$ and $k$, so either sign convention for the hopping is allowed. The usual ribbon with two zigzag edges has positive even $n$; for odd $n\ge3$ the last site hangs on a single bond, which makes the far edge a bearded one.

`halfLine a b ψ` applies the semi-infinite Hamiltonian to an amplitude function `ψ : ℕ → ℂ`. In `zigzag_edge_state_iff`, a bound state is a `ψ` that is nonzero, has summable `‖ψ j‖ ^ 2`, and is sent to zero at every site. The hypothesis `ht : t ≠ 0` says that electrons can hop at all; at $t=0$ every amplitude function has zero energy, whatever the momentum. The bounds on `k` select one period.

**The proof.** `zigzagHop_eq` performs the factorization and treats the two signs of the cosine separately. `bond_gauge` splits sites into even and odd and cancels the phases. `ribbon_gauge` then compares matrix entries above the diagonal, below it and elsewhere, taking the lower ones from the conjugate of `bond_gauge`. With `gauge_unitary`, the cyclic rule `Matrix.charpoly_mul_comm` gives isospectrality.

`ratio_lt_one_iff` compares $\cos(k/2)$ with its values at $\pi/3$ and $\pi-\pi/3$. In `edge_state_iff`, the step `odd` is the induction that clears the odd sublattice, and `mono` is the non-decreasing sequence. The converse constructs the geometric state and sums its even and odd parts separately. `zigzag_edge_state_iff` combines these results through the modulus of the zigzag hopping.

**The limits.** The edge-state theorem concerns the single edge of a sheet that extends infinitely far away from it; this is what the docstring calls a semi-infinite ribbon. At finite width the two edges can hybridize: for even $n\ge2$ and $t\rho\ne0$, the determinant is $(-1)^{n/2}(t\rho)^n\ne0$, so no level lies exactly at zero. The theorems also leave out longer-range hopping, edge potentials, spin and electron interactions, and they say nothing about half-line bound states at nonzero energy.
